# Boundary Derivatives of a Finite-Pole Fermionic Green's Function Determine Its Spectral Moments

Q: The time-ordered Green's function jumps at imaginary time \(\tau=0\), so it has no derivative there. Yet you speak of its \(j\)-th derivative at \(0\) and at the inverse temperature \(\beta\). What is being differentiated?

A: A single branch, extended to the whole real line. For finitely many poles at real energies \(e_k\), measured from the chemical potential, with real spectral weights \(a_k\) and \(\hbar=1\), the branch at positive time is

\[
G(\tau)=-\sum_k \frac{a_k e^{-e_k\tau}}{1+e^{-\beta e_k}} .
\]

Physically it is used for \(0<\tau<\beta\), but the formula is smooth everywhere. Its ordinary derivatives at \(0\) and \(\beta\) are therefore the one-sided derivatives you would take at the ends of the interval. The branch at negative time is a separate function,

\[
G^<(\tau)=\sum_k \frac{a_k e^{-e_k\tau}}{1+e^{\beta e_k}},
\]

in which each pole carries its Fermi occupation. The discontinuous propagator is then assembled from the two.

Q: Show me the moment identity before any code.

A: Each derivative of \(e^{-e_k\tau}\) brings down a factor \(-e_k\), so

\[
G^{(j)}(\tau)=-\sum_k \frac{a_k(-e_k)^j e^{-e_k\tau}}{1+e^{-\beta e_k}} .
\]

Add the values at the two ends. The exponentials combine to \(1+e^{-\beta e_k}\), which cancels the denominator pole by pole:

\[
G^{(j)}(0)+G^{(j)}(\beta)
=-\sum_k a_k(-e_k)^j\,\frac{1+e^{-\beta e_k}}{1+e^{-\beta e_k}}
=-(-1)^j\sum_k a_k e_k^j .
\]

The last sum is the \(j\)-th spectral moment \(M_j\), with \(e_k^0=1\) even for a pole at zero energy.

Q: That is a sum of two values. Where is the jump?

A: It comes from antiperiodicity. Multiplying numerator and denominator by \(e^{\beta e_k}\) gives

\[
-G(\tau+\beta)=\sum_k a_k e^{-e_k\tau}\frac{e^{-\beta e_k}}{1+e^{-\beta e_k}}
=\sum_k \frac{a_k e^{-e_k\tau}}{1+e^{\beta e_k}}=G^<(\tau).
\]

Just below zero the \(j\)-th derivative of the propagator thus approaches \(-G^{(j)}(\beta)\), and just above zero it approaches \(G^{(j)}(0)\). The difference, upper minus lower, is the boundary sum, so the jump is \(-(-1)^jM_j\).

Q: Give me numbers.

A: Take \(\beta=\ln 2\), energies \(1\) and \(-1\), and weights \(3/4\) and \(1/4\). The denominators are \(3/2\) and \(3\). Then

\[
G(0)=-\tfrac12-\tfrac1{12}=-\tfrac7{12},\qquad
G(\beta)=-\tfrac14-\tfrac16=-\tfrac5{12},
\]

which add up to \(-1=-M_0\). For the first derivative,

\[
G'(0)=\tfrac12-\tfrac1{12}=\tfrac5{12},\qquad
G'(\beta)=\tfrac14-\tfrac16=\tfrac1{12},
\]

which add up to \(\tfrac12=M_1\).

Q: Now the Lean version. What do its objects stand for?

A: The poles are labelled by a finite type `ι`, and `a` and `e` assign a real weight and a real energy to each label.

```lean
import Mathlib

open Filter Topology

namespace ImaginaryTimeMoments

noncomputable section

variable {ι : Type*} [Fintype ι]
```

The positive-time branch \(G\) is `greater`.

```lean
/-- The fermionic Green's function at positive imaginary time, with poles `e k` and
spectral weights `a k`. -/
def greater (β : ℝ) (a e : ι → ℝ) (τ : ℝ) : ℝ :=
  -∑ k, a k * Real.exp (-e k * τ) / (1 + Real.exp (-β * e k))
```

The negative-time branch \(G^<\) is `lesser`. It is written with its own occupation factor, so antiperiodicity is a theorem here and not part of the definition.

```lean
/-- The fermionic Green's function at negative imaginary time, where each pole is weighted
by its Fermi occupation. -/
def lesser (β : ℝ) (a e : ι → ℝ) (τ : ℝ) : ℝ :=
  ∑ k, a k * Real.exp (-e k * τ) / (1 + Real.exp (β * e k))
```

The propagator switches between them.

```lean
/-- The time-ordered propagator: the greater branch for `τ > 0` and the lesser branch
for `τ ≤ 0`. -/
def propagator (β : ℝ) (a e : ι → ℝ) (τ : ℝ) : ℝ :=
  if 0 < τ then greater β a e τ else lesser β a e τ
```

Q: It assigns the lesser branch to \(\tau=0\) itself. Does that convention affect the jump?

A: No. The jump is stated through limits from the two sides, which never look at the point \(0\). Whatever value Lean gives the derivative of a discontinuous function there plays no part.

Q: Where does the physics enter, as opposed to being assumed?

A: The pole form is the starting point. No Hamiltonian, thermal trace or operator algebra appears, and the weights are not derived from matrix elements. In the grand canonical ensemble, a diagonal Green's function of fermions in finitely many orbitals, interacting or not, has this form with non-negative weights. A continuous spectrum and complex off-diagonal weights are not covered. The theorems also allow negative weights and any real \(\beta\), although only \(\beta>0\) is an inverse temperature.

Q: Then go through the proof. How is "differentiate \(j\) times" justified?

A: By induction on \(j\), for a general sum of exponentials. The induction hypothesis is kept for all times, because the next step differentiates it as a function of time. `HasDerivAt.fun_sum` differentiates term by term, the chain rule supplies \(-e_k\), and `ring` absorbs it into the power.

```lean
/-- The `j`-th derivative of a sum of real exponentials multiplies each amplitude by `(-e k) ^ j`.
-/
theorem iteratedDeriv_expSum (c e : ι → ℝ) (j : ℕ) (τ : ℝ) :
    iteratedDeriv j (fun t => ∑ k, c k * Real.exp (-e k * t)) τ =
      ∑ k, c k * (-e k) ^ j * Real.exp (-e k * τ) := by
  induction j generalizing τ with
  | zero => simp [iteratedDeriv_zero]
  | succ j ih =>
    rw [iteratedDeriv_succ, funext ih]
    have h : HasDerivAt (fun t => ∑ k, c k * (-e k) ^ j * Real.exp (-e k * t))
        (∑ k, c k * (-e k) ^ (j + 1) * Real.exp (-e k * τ)) τ := by
      refine HasDerivAt.fun_sum (fun k _ => ?_)
      have h1 : HasDerivAt (fun t : ℝ => -e k * t) (-e k) τ :=
        ((hasDerivAt_id' τ).const_mul (-e k)).congr_deriv (mul_one _)
      exact (h1.exp.const_mul (c k * (-e k) ^ j)).congr_deriv (by ring)
    exact h.deriv
```

Moving the thermal denominators into the amplitudes turns each branch into such a sum. Differentiating a branch therefore returns the same branch with weights \(a_k(-e_k)^j\).

```lean
/-- The `j`-th imaginary-time derivative of the greater branch is again a greater branch,
with weights `a k * (-e k) ^ j`. -/
theorem iteratedDeriv_greater (β : ℝ) (a e : ι → ℝ) (j : ℕ) (τ : ℝ) :
    iteratedDeriv j (greater β a e) τ = greater β (fun k => a k * (-e k) ^ j) e τ := by
  have h : greater β a e =
      fun t => ∑ k, (-(a k / (1 + Real.exp (-β * e k)))) * Real.exp (-e k * t) := by
    funext t
    simp only [greater, ← Finset.sum_neg_distrib]
    exact Finset.sum_congr rfl fun k _ => by ring
  rw [h, iteratedDeriv_expSum]
  simp only [greater, ← Finset.sum_neg_distrib]
  exact Finset.sum_congr rfl fun k _ => by ring

/-- The `j`-th imaginary-time derivative of the lesser branch is again a lesser branch,
with weights `a k * (-e k) ^ j`. -/
theorem iteratedDeriv_lesser (β : ℝ) (a e : ι → ℝ) (j : ℕ) (τ : ℝ) :
    iteratedDeriv j (lesser β a e) τ = lesser β (fun k => a k * (-e k) ^ j) e τ := by
  have h : lesser β a e =
      fun t => ∑ k, (a k / (1 + Real.exp (β * e k))) * Real.exp (-e k * t) := by
    funext t
    simp only [lesser]
    exact Finset.sum_congr rfl fun k _ => by ring
  rw [h, iteratedDeriv_expSum]
  simp only [lesser]
  exact Finset.sum_congr rfl fun k _ => by ring
```

Q: And antiperiodicity?

A: The proof compares the two sums pole by pole. `hs` splits \(e^{-e_k(\tau+\beta)}\), and `hxy` records \(e^{\beta e_k}e^{-\beta e_k}=1\). After cross-multiplication, which is legitimate because both denominators are positive, that product is the only fact needed.

```lean
/-- Fermionic antiperiodicity: the lesser branch at `τ` is minus the greater branch
at `τ + β`. -/
theorem lesser_eq_neg_greater (β : ℝ) (a e : ι → ℝ) (τ : ℝ) :
    lesser β a e τ = -greater β a e (τ + β) := by
  simp only [lesser, greater, neg_neg]
  refine Finset.sum_congr rfl fun k _ => ?_
  have h1 : 1 + Real.exp (β * e k) ≠ 0 := by positivity
  have h2 : 1 + Real.exp (-β * e k) ≠ 0 := by positivity
  have hs : Real.exp (-e k * (τ + β)) = Real.exp (-e k * τ) * Real.exp (-β * e k) := by
    rw [← Real.exp_add]
    congr 1
    ring
  have hxy : Real.exp (β * e k) * Real.exp (-β * e k) = 1 := by
    rw [← Real.exp_add, show β * e k + -β * e k = 0 by ring, Real.exp_zero]
  rw [div_eq_div_iff h1 h2, hs]
  linear_combination (-(a k * Real.exp (-e k * τ))) * hxy
```

The moment identity follows the calculation above. Inside it, `key` merges the two boundary sums, `neg_pow` separates \((-1)^j\) from \(e_k^j\), and `div_eq_iff` clears the thermal denominator. In the statement, the leading minus sign stands outside the power: the prefactor is \(-\bigl((-1)^j\bigr)\).

```lean
/-- The `j`-th derivatives of the greater branch at `τ = 0` and `τ = β` add up to `-(-1) ^ j` times
the `j`-th spectral moment. -/
theorem boundary_sum_eq_moment (β : ℝ) (a e : ι → ℝ) (j : ℕ) :
    iteratedDeriv j (greater β a e) 0 + iteratedDeriv j (greater β a e) β =
      -(-1 : ℝ) ^ j * ∑ k, a k * e k ^ j := by
  rw [iteratedDeriv_greater, iteratedDeriv_greater]
  simp only [greater]
  -- the thermal factors of the two boundaries add up to one, pole by pole
  have key : ∑ k, a k * (-e k) ^ j * Real.exp (-e k * 0) / (1 + Real.exp (-β * e k)) +
      ∑ k, a k * (-e k) ^ j * Real.exp (-e k * β) / (1 + Real.exp (-β * e k)) =
      (-1 : ℝ) ^ j * ∑ k, a k * e k ^ j := by
    rw [← Finset.sum_add_distrib, Finset.mul_sum]
    refine Finset.sum_congr rfl fun k _ => ?_
    have hD : 1 + Real.exp (-β * e k) ≠ 0 := by positivity
    rw [show -e k * β = -β * e k by ring, mul_zero, Real.exp_zero, neg_pow (e k) j,
      ← add_div, div_eq_iff hD]
    ring
  linear_combination -key
```

Q: That still concerns the smooth branch. I want the propagator.

A: Its one-sided limits come next. Around any \(\tau>0\) there is a whole neighbourhood on which `propagator` and `greater` agree, so their derivatives of every order agree at \(\tau\). Continuity of the derivative of `greater` then gives the limit at \(0\).

```lean
/-- As `τ` tends to zero from above, the `j`-th derivative of the propagator tends to that
of the greater branch at `0`. -/
theorem tendsto_propagator_right (β : ℝ) (a e : ι → ℝ) (j : ℕ) :
    Tendsto (iteratedDeriv j (propagator β a e)) (𝓝[>] 0)
      (𝓝 (iteratedDeriv j (greater β a e) 0)) := by
  have hc : Continuous (iteratedDeriv j (greater β a e)) := by
    rw [funext (iteratedDeriv_greater β a e j)]
    change Continuous (fun τ : ℝ => -∑ k, a k * (-e k) ^ j * Real.exp (-e k * τ) /
      (1 + Real.exp (-β * e k)))
    simp only [div_eq_mul_inv]
    fun_prop
  refine (hc.continuousAt.tendsto.mono_left nhdsWithin_le_nhds).congr' ?_
  filter_upwards [self_mem_nhdsWithin] with τ hτ
  have h : greater β a e =ᶠ[𝓝 τ] propagator β a e := by
    filter_upwards [Ioi_mem_nhds hτ] with t ht
    unfold propagator
    rw [if_pos (Set.mem_Ioi.mp ht)]
  exact h.iteratedDeriv_eq j
```

From below, the same argument uses `lesser`. The extra step `hv` applies antiperiodicity to the reweighted branches and rewrites the limiting value as \(-G^{(j)}(\beta)\).

```lean
/-- As `τ` tends to zero from below, the `j`-th derivative of the propagator tends to minus
that of the greater branch at `β`. -/
theorem tendsto_propagator_left (β : ℝ) (a e : ι → ℝ) (j : ℕ) :
    Tendsto (iteratedDeriv j (propagator β a e)) (𝓝[<] 0)
      (𝓝 (-iteratedDeriv j (greater β a e) β)) := by
  have hv : iteratedDeriv j (lesser β a e) 0 = -iteratedDeriv j (greater β a e) β := by
    rw [iteratedDeriv_lesser, iteratedDeriv_greater, lesser_eq_neg_greater, zero_add]
  have hc : Continuous (iteratedDeriv j (lesser β a e)) := by
    rw [funext (iteratedDeriv_lesser β a e j)]
    change Continuous (fun τ : ℝ => ∑ k, a k * (-e k) ^ j * Real.exp (-e k * τ) /
      (1 + Real.exp (β * e k)))
    simp only [div_eq_mul_inv]
    fun_prop
  rw [← hv]
  refine (hc.continuousAt.tendsto.mono_left nhdsWithin_le_nhds).congr' ?_
  filter_upwards [self_mem_nhdsWithin] with τ hτ
  have h : lesser β a e =ᶠ[𝓝 τ] propagator β a e := by
    filter_upwards [Iio_mem_nhds hτ] with t ht
    unfold propagator
    rw [if_neg (not_lt.mpr (Set.mem_Iio.mp ht).le)]
  exact h.iteratedDeriv_eq j
```

Q: The jump theorem compares \(\tau\) with \(-\tau\). A symmetric difference can converge when the separate limits do not exist.

A: In general it can, but here both separate limits have just been established. The proof sends \(-\tau\) to zero from below, subtracts the two limits and inserts the moment identity.

```lean
/-- As `τ` tends to zero from above, the `j`-th derivative of the propagator at `τ` minus that at
`-τ` tends to `-(-1) ^ j` times the `j`-th spectral moment. -/
theorem propagator_jump_eq_moment (β : ℝ) (a e : ι → ℝ) (j : ℕ) :
    Tendsto (fun τ => iteratedDeriv j (propagator β a e) τ -
        iteratedDeriv j (propagator β a e) (-τ)) (𝓝[>] 0)
      (𝓝 (-(-1 : ℝ) ^ j * ∑ k, a k * e k ^ j)) := by
  have hneg : Tendsto (fun τ : ℝ => -τ) (𝓝[>] 0) (𝓝[<] 0) := by
    refine tendsto_nhdsWithin_iff.mpr ⟨?_, ?_⟩
    · exact (Continuous.tendsto' continuous_neg 0 0 neg_zero).mono_left nhdsWithin_le_nhds
    · filter_upwards [self_mem_nhdsWithin] with τ hτ
      exact Set.mem_Iio.mpr (neg_lt_zero.mpr (Set.mem_Ioi.mp hτ))
  have h := (tendsto_propagator_right β a e j).sub
    ((tendsto_propagator_left β a e j).comp hneg)
  rw [sub_neg_eq_add, boundary_sum_eq_moment] at h
  exact h
```

Q: Do the moments give me back the spectrum?

A: Once poles at equal energies are merged, the full sequence of moments does fix every pole of nonzero weight, but that is not proved here. The theorem below is narrower: it recovers the weights when the poles are already known and distinct. Suppose two weight vectors \(a\) and \(b\) on the same \(n\) poles, at the same \(\beta\), have equal boundary sums for \(j=0,\dots,n-1\). Cancelling the nonzero prefactor leaves

\[
\sum_k (a_k-b_k)e_k^j=0,\qquad 0\le j<n .
\]

This says that the row vector \(a-b\) is annihilated by the Vandermonde matrix with entries \(e_k^j\), row \(k\) and column \(j\). Its determinant is a product of differences of distinct energies, hence nonzero, and so \(a=b\). In the numerical example, \(a_1+a_2=1\) and \(a_1-a_2=\tfrac12\) return \(3/4\) and \(1/4\).

```lean
/-- Take two greater branches with the same `β` and the same `n` distinct poles. If, for each order
from `0` to `n - 1`, the sum of the derivatives at `0` and `β` is the same for both, then they have
the same spectral weights. -/
theorem weights_eq_of_boundary_sums {n : ℕ} (β : ℝ) (a b e : Fin n → ℝ)
    (he : Function.Injective e)
    (h : ∀ j < n, iteratedDeriv j (greater β a e) 0 + iteratedDeriv j (greater β a e) β =
      iteratedDeriv j (greater β b e) 0 + iteratedDeriv j (greater β b e) β) :
    a = b := by
  -- equal moments put the weight difference in the left kernel of a Vandermonde matrix
  have hz : Matrix.vecMul (a - b) (Matrix.vandermonde e) = 0 := by
    ext j
    have hj := h j j.isLt
    rw [boundary_sum_eq_moment, boundary_sum_eq_moment] at hj
    have hs : ∑ k, a k * e k ^ (j : ℕ) = ∑ k, b k * e k ^ (j : ℕ) :=
      mul_left_cancel₀ (neg_ne_zero.mpr (pow_ne_zero _ (by norm_num))) hj
    simp [Matrix.vecMul, dotProduct, Matrix.vandermonde_apply, sub_mul,
      Finset.sum_sub_distrib, hs]
  exact sub_eq_zero.mp
    (Matrix.eq_zero_of_vecMul_eq_zero (Matrix.det_vandermonde_ne_zero_iff.mpr he) hz)

end

end ImaginaryTimeMoments
```

```lean
#print axioms ImaginaryTimeMoments.boundary_sum_eq_moment
#print axioms ImaginaryTimeMoments.propagator_jump_eq_moment
#print axioms ImaginaryTimeMoments.weights_eq_of_boundary_sums
```

```
'ImaginaryTimeMoments.boundary_sum_eq_moment' depends on axioms: [propext, Classical.choice, Quot.sound]
'ImaginaryTimeMoments.propagator_jump_eq_moment' depends on axioms: [propext, Classical.choice, Quot.sound]
'ImaginaryTimeMoments.weights_eq_of_boundary_sums' depends on axioms: [propext, Classical.choice, Quot.sound]
```

Q: So this is not analytic continuation from noisy data.

A: It is not. The energies are given, the derivatives are exact, and the theorem is about uniqueness, with no bound on how errors are amplified. For simulation practice the link is the high-frequency tail: in this finite-pole model, the moments \(M_j\) are the coefficients of \(1/(i\omega)^{j+1}\) in the large-frequency expansion of the Matsubara Green's function, where \(\omega\) is a fermionic Matsubara frequency.

Q: Would bosons work?

A: Yes, with a difference of boundary values in place of the sum. For \(\beta>0\) and all \(e_k\neq0\), put

\[
G_B(\tau)=-\sum_k\frac{a_ke^{-e_k\tau}}{1-e^{-\beta e_k}} .
\]

Subtracting the boundary values now produces the factor \(1-e^{-\beta e_k}\), so a short calculation by hand gives

\[
G_B^{(j)}(0)-G_B^{(j)}(\beta)=-(-1)^j\sum_k a_ke_k^j .
\]

The Lean file treats only the fermionic case. A bosonic version would add the hypotheses \(\beta\neq0\) and \(e_k\neq0\), since the denominator vanishes if either is zero.
